# Lowest eigenvectors of a real symmetric matrix from a norm-penalized energy with penalty above the lowest eigenvalue

Take the two-level matrix $H=\mathrm{diag}(E,E+\Delta)$ with $\Delta>0$, a vector $x=(x_1,x_2)$ that need not be normalized, and a number $m>0$. Write $s=x_1^2+x_2^2$ and charge $x$ for having a squared norm different from one:

$$F(x)=\langle x,Hx\rangle+\frac m2(s-1)^2=\Delta x_2^2+\Big[Es+\frac m2(s-1)^2\Big].$$

The first term is smallest when $x_2=0$, whatever the value of $s$. The bracket is a parabola in $s$ with its vertex at $s=1-E/m$. If $E<m$, the vertex is at a positive $s$, and the minimizers are $(\pm\sqrt{1-E/m},\,0)$. If $m\le E$, the vertex is at $s\le 0$, and since $s\ge 0$ the best choice is $x=0$. For $E=1$ and $m=2$ the minimum is $3/4$, reached at $s=1/2$.

## The minimum for a general symmetric operator

Let $H$ be a symmetric operator on a finite-dimensional real inner product space, $E$ its lowest eigenvalue and $m>0$. Put

$$F(x)=\langle x,Hx\rangle+\frac m2\big(\|x\|^2-1\big)^2 .$$

- If $E<m$, the minimum of $F$ is $E-E^2/(2m)$, and the minimizers are exactly the $x$ with $Hx=Ex$ and $\|x\|^2=1-E/m$.
- If $m\le E$, the minimum is $m/2$, and $x=0$ is the only minimizer.

The constant $m$ is an energy that sets the cost of a wrong norm. It is a parameter of the method and not a property of the system.

**Energy above the lowest level.** Let $b_i$ be an orthonormal eigenbasis with $Hb_i=l_ib_i$. Since $\langle b_i,Hx\rangle=l_i\langle b_i,x\rangle$,

$$\langle x,Hx\rangle-E\|x\|^2=\sum_i(l_i-E)\langle b_i,x\rangle^2\ge 0 .$$

If the sum vanishes, each term does, so for every $i$ either $l_i=E$ or $\langle b_i,x\rangle=0$. In both cases $l_i\langle b_i,x\rangle=E\langle b_i,x\rangle$, which says $Hx=Ex$. Conversely, $Hx=Ex$ gives equality at once.

**Strong penalty.** Completing the square in $\|x\|^2$ gives

$$F(x)=E-\frac{E^2}{2m}+\big(\langle x,Hx\rangle-E\|x\|^2\big)+\frac m2\Big(\|x\|^2-1+\frac Em\Big)^2 .$$

Both remainders are nonnegative. When $E<m$, a lowest eigenvector can be rescaled to squared norm $1-E/m>0$, where both vanish. The minimizers are therefore the vectors for which both vanish.

**Weak penalty.** When $m\le E$, expanding the penalty gives

$$F(x)-\frac m2=\langle x,Hx\rangle-m\|x\|^2+\frac m2\|x\|^4\ge(E-m)\|x\|^2+\frac m2\|x\|^4\ge\frac m2\|x\|^4,$$

which is positive unless $x=0$.

At a minimizer for $E<m$, the normalized energy $\langle x,Hx\rangle/\|x\|^2$ is $E$, although the minimum of $F$ is lower than $E$ unless $E=0$. In electronic-structure terms, the lowest state of a finite real symmetric Hamiltonian matrix can be sought without normalizing the vector at each step; this treats one vector, not a set of mutually orthogonal orbitals.

## Stationary points and descent directions

Along a direction $d$, the derivative of $F(x+td)$ at $t=0$ is

$$2\langle d,Hx\rangle+2m(\|x\|^2-1)\langle d,x\rangle=2\langle d,\;Hx-m(1-\|x\|^2)x\rangle .$$

It vanishes for every $d$ exactly when $Hx=\mu x$ with $\mu=m(1-\|x\|^2)$; to see this, take $d$ to be the residual $Hx-\mu x$ itself.

Suppose that $x$ is stationary and that $v$ is a unit eigenvector with eigenvalue $\nu<\mu$. Symmetry gives $(\mu-\nu)\langle v,x\rangle=0$, so $v$ is orthogonal to $x$, and

$$F(x+tv)-F(x)=t^2\Big(\nu-\mu+\frac m2t^2\Big).$$

This is negative for $t\neq0$ with $mt^2<2(\mu-\nu)$.

For $E<m$ it follows that every local minimizer is global. At $x=0$ we have $\mu=m>E$, so a lowest eigenvector leads downhill. At a nonzero stationary point $\mu$ is an eigenvalue; either $\mu>E$ and there is again a way down, or $\mu=E$ and $x$ is a global minimizer. This deduction is made here by hand, and the code below supplies only its ingredients.

## A shifted operator and a nonsymmetric counter-example

The same argument applies to $H-\sigma$ for a real number $\sigma$, with lowest eigenvalue $E-\sigma$. If $m>E-\sigma$, the minimizers are the solutions of $Hx=Ex$ with $\|x\|^2=1-(E-\sigma)/m$. When $\sigma$ is an upper bound on $E$, such as the normalized energy of a trial vector, every $m>0$ is large enough.

Symmetry can't be weakened to having a basis of eigenvectors with real eigenvalues. The matrix

$$H=\begin{pmatrix}0&3\\0&1\end{pmatrix}$$

has eigenvalues $0$ and $1$, so with $m=1$ the formula would give the minimum $0$. The unit vector $x=(1,-1)/\sqrt2$ has $F(x)=\langle x,Hx\rangle=-1$.

## The penalized energy and the lowest eigenvalue in Lean

The space `V` is a real inner product space. Finite dimension is assumed only in the theorems that need it.

```lean
import Mathlib

open scoped InnerProductSpace

namespace PenaltyEigensolver

noncomputable section

variable {V : Type*} [NormedAddCommGroup V] [InnerProductSpace ℝ V]
```

The operator `H` is a linear map from `V` to itself; in an orthonormal basis it is a real matrix. The function $F$ is `penalized H m`, and `⟪x, H x⟫_ℝ` is the unnormalized energy. A complex Hermitian operator is covered once its space is regarded as a real one with the inner product $\mathrm{Re}\langle x,y\rangle$.

```lean
/-- The energy of an unnormalized vector `x` plus a quadratic penalty of strength `m` on the
deviation of its squared norm from one. -/
def penalized (H : V →ₗ[ℝ] V) (m : ℝ) (x : V) : ℝ :=
  ⟪x, H x⟫_ℝ + m / 2 * (‖x‖ ^ 2 - 1) ^ 2
```

The lowest eigenvalue is defined through eigenvectors: `E` belongs to the set of numbers `μ` for which some nonzero `v` satisfies `H v = μ • v`, and no member of that set is smaller. This excludes the zero space, which has no eigenvectors. Degeneracy is allowed.

```lean
/-- `E` is the smallest of the eigenvalues of `H`. -/
def IsLowestEigenvalue (H : V →ₗ[ℝ] V) (E : ℝ) : Prop :=
  IsLeast {μ : ℝ | ∃ v : V, v ≠ 0 ∧ H v = μ • v} E
```

## The Rayleigh bound

The hypothesis `H.IsSymmetric` says that `H` can be moved from one side of the inner product to the other. Mathlib's spectral theorem then supplies the eigenbasis `b` and the eigenvalues `l`. The step `hl` uses the minimality of `E`, `hc` gives the coefficients of `H x`, and `key` is the sum for the excess energy. For the equality case, `Finset.sum_eq_zero_iff_of_nonneg` makes each term zero, and the two vectors are compared coordinate by coordinate.

```lean
/-- Rayleigh's principle: for a symmetric `H` in finite dimension, the energy of `x` is at least
`E ‖x‖²` with `E` the lowest eigenvalue, and equality holds exactly when `H x = E x`. -/
theorem rayleigh_bound [FiniteDimensional ℝ V] {H : V →ₗ[ℝ] V} {E : ℝ}
    (hH : H.IsSymmetric) (hE : IsLowestEigenvalue H E) (x : V) :
    E * ‖x‖ ^ 2 ≤ ⟪x, H x⟫_ℝ ∧ (⟪x, H x⟫_ℝ = E * ‖x‖ ^ 2 ↔ H x = E • x) := by
  obtain ⟨b, l, hb⟩ : ∃ (b : OrthonormalBasis (Fin (Module.finrank ℝ V)) ℝ V)
      (l : Fin (Module.finrank ℝ V) → ℝ), ∀ i, H (b i) = l i • b i :=
    ⟨hH.eigenvectorBasis rfl, hH.eigenvalues rfl, fun i => hH.apply_eigenvectorBasis rfl i⟩
  have hl : ∀ i, E ≤ l i := fun i => hE.2 ⟨b i, b.orthonormal.ne_zero i, hb i⟩
  have hc : ∀ i, ⟪b i, H x⟫_ℝ = l i * ⟪b i, x⟫_ℝ := by
    intro i
    rw [← hH (b i) x, hb, real_inner_smul_left]
  -- the excess energy is a sum over the eigenbasis with nonnegative weights
  have key : ⟪x, H x⟫_ℝ - E * ‖x‖ ^ 2 = ∑ i, (l i - E) * ⟪b i, x⟫_ℝ ^ 2 := by
    rw [← real_inner_self_eq_norm_sq, ← b.sum_inner_mul_inner x (H x),
      ← b.sum_inner_mul_inner x x, Finset.mul_sum, ← Finset.sum_sub_distrib]
    refine Finset.sum_congr rfl fun i _ => ?_
    rw [hc, real_inner_comm (b i) x]
    ring
  have hpos : ∀ i ∈ Finset.univ, 0 ≤ (l i - E) * ⟪b i, x⟫_ℝ ^ 2 :=
    fun i _ => mul_nonneg (sub_nonneg.2 (hl i)) (sq_nonneg _)
  refine ⟨by linarith [Finset.sum_nonneg hpos], fun h => ?_, fun h => ?_⟩
  · have h0 : ∑ i, (l i - E) * ⟪b i, x⟫_ℝ ^ 2 = 0 := by linarith
    apply b.repr.injective
    ext i
    rw [b.repr_apply_apply, b.repr_apply_apply, hc, real_inner_smul_right]
    rcases mul_eq_zero.1 ((Finset.sum_eq_zero_iff_of_nonneg hpos).1 h0 i (Finset.mem_univ i))
      with h1 | h1
    · rw [sub_eq_zero.1 h1]
    · rw [pow_eq_zero_iff two_ne_zero] at h1
      rw [h1, mul_zero, mul_zero]
  · rw [h, real_inner_smul_right, real_inner_self_eq_norm_sq]
```

## Completing the square and the two regimes

The identity is pure algebra. It holds for any real `E` and any linear `H`, and needs only `m ≠ 0`.

```lean
/-- Completing the square: for `m ≠ 0` the penalized energy is `E - E²/(2m)` plus the excess energy
of `x` over `E ‖x‖²` plus `m/2` times the square of `‖x‖² - (1 - E/m)`. -/
theorem penalized_eq (H : V →ₗ[ℝ] V) {m : ℝ} (hm : m ≠ 0) (E : ℝ) (x : V) :
    penalized H m x = E - E ^ 2 / (2 * m) + (⟪x, H x⟫_ℝ - E * ‖x‖ ^ 2)
      + m / 2 * (‖x‖ ^ 2 - (1 - E / m)) ^ 2 := by
  unfold penalized
  field_simp
  ring
```

In the strong-penalty theorem, `IsLeast (Set.range (penalized H m))` says that the stated number is a value of $F$ and that no value is lower. The second part characterizes all minimizers. In the proof, `low` drops the two nonnegative remainders, and `attained` evaluates $F$ where they vanish. The vector `z` is a lowest eigenvector `v` multiplied by $\sqrt{1-E/m}/\|v\|$. Comparing an arbitrary minimizer with `z` forces both remainders to zero, and the equality case of `rayleigh_bound` returns the eigenvalue equation.

```lean
/-- For a symmetric `H` in finite dimension with lowest eigenvalue `E` and a penalty `m > 0` with
`m > E`, the minimum is `E - E²/(2m)`, and the minimizers are exactly the solutions of
`H x = E x` with `‖x‖² = 1 - E/m`. -/
theorem minimum_of_strong_penalty [FiniteDimensional ℝ V] {H : V →ₗ[ℝ] V} {E m : ℝ}
    (hH : H.IsSymmetric) (hE : IsLowestEigenvalue H E) (hm : 0 < m) (hEm : E < m) :
    IsLeast (Set.range (penalized H m)) (E - E ^ 2 / (2 * m)) ∧
    ∀ x, (∀ y, penalized H m x ≤ penalized H m y) ↔
      H x = E • x ∧ ‖x‖ ^ 2 = 1 - E / m := by
  have hs : 0 < 1 - E / m := sub_pos.2 ((div_lt_one hm).2 hEm)
  have low : ∀ y, E - E ^ 2 / (2 * m) ≤ penalized H m y := by
    intro y
    have h1 := (rayleigh_bound hH hE y).1
    have h2 : 0 ≤ m / 2 * (‖y‖ ^ 2 - (1 - E / m)) ^ 2 := by positivity
    rw [penalized_eq H hm.ne' E y]
    linarith
  have attained : ∀ x, H x = E • x → ‖x‖ ^ 2 = 1 - E / m →
      penalized H m x = E - E ^ 2 / (2 * m) := by
    intro x hx hn
    rw [penalized_eq H hm.ne' E x, (rayleigh_bound hH hE x).2.2 hx, hn]
    ring
  -- rescale a lowest eigenvector to the optimal norm
  obtain ⟨z, hz⟩ : ∃ z, penalized H m z = E - E ^ 2 / (2 * m) := by
    obtain ⟨v, hv, hHv⟩ := hE.1
    refine ⟨(Real.sqrt (1 - E / m) / ‖v‖) • v, attained _ ?_ ?_⟩
    · rw [map_smul, hHv, smul_comm]
    · have hv' : ‖v‖ ^ 2 ≠ 0 := pow_ne_zero 2 (norm_ne_zero_iff.2 hv)
      rw [norm_smul, mul_pow, Real.norm_eq_abs, sq_abs, div_pow, Real.sq_sqrt hs.le,
        div_mul_cancel₀ _ hv']
  refine ⟨⟨⟨z, hz⟩, ?_⟩, fun x => ⟨fun h => ?_, fun h y => ?_⟩⟩
  · rintro _ ⟨y, rfl⟩
    exact low y
  · have h0 := h z
    rw [hz, penalized_eq H hm.ne' E x] at h0
    have h1 := (rayleigh_bound hH hE x).1
    have h2 : 0 ≤ m / 2 * (‖x‖ ^ 2 - (1 - E / m)) ^ 2 := by positivity
    have h3 : m / 2 * (‖x‖ ^ 2 - (1 - E / m)) ^ 2 = 0 := by linarith
    refine ⟨(rayleigh_bound hH hE x).2.1 (by linarith), ?_⟩
    rcases mul_eq_zero.1 h3 with h4 | h4
    · linarith
    · exact sub_eq_zero.1 ((pow_eq_zero_iff two_ne_zero).1 h4)
  · rw [attained x h.1 h.2]
    exact low y
```

The weak-penalty theorem has the same form and includes the borderline case `m = E`. Here `low` is the quartic lower bound derived above. If a minimizer were nonzero, that bound would put its value strictly above the value at zero.

```lean
/-- For a symmetric `H` in finite dimension with lowest eigenvalue `E` and a penalty
`0 < m ≤ E`, the minimum is `m/2` and the zero vector is the only minimizer. -/
theorem minimum_of_weak_penalty [FiniteDimensional ℝ V] {H : V →ₗ[ℝ] V} {E m : ℝ}
    (hH : H.IsSymmetric) (hE : IsLowestEigenvalue H E) (hm : 0 < m) (hmE : m ≤ E) :
    IsLeast (Set.range (penalized H m)) (m / 2) ∧
    ∀ x, (∀ y, penalized H m x ≤ penalized H m y) ↔ x = 0 := by
  have zero : penalized H m 0 = m / 2 := by simp [penalized]
  have low : ∀ y, m / 2 + m / 2 * (‖y‖ ^ 2) ^ 2 ≤ penalized H m y := by
    intro y
    have h1 := (rayleigh_bound hH hE y).1
    have h2 := mul_nonneg (sub_nonneg.2 hmE) (sq_nonneg ‖y‖)
    unfold penalized
    nlinarith [h1, h2]
  have low' : ∀ y, m / 2 ≤ penalized H m y := by
    intro y
    have h : 0 ≤ m / 2 * (‖y‖ ^ 2) ^ 2 := by positivity
    linarith [low y]
  refine ⟨⟨⟨0, zero⟩, ?_⟩, fun x => ⟨fun h => ?_, fun h y => ?_⟩⟩
  · rintro _ ⟨y, rfl⟩
    exact low' y
  · by_contra hx
    have hn : 0 < ‖x‖ := norm_pos_iff.2 hx
    have h1 : 0 < m / 2 * (‖x‖ ^ 2) ^ 2 := by positivity
    linarith [h 0, low x]
  · rw [h, zero]
    exact low' y
```

## The energy along a line

The next three theorems hold without finite dimension and without a sign condition on `m`. The first expands $F(x+td)$; symmetry makes the two cross terms `⟪x, H d⟫_ℝ` and `⟪d, H x⟫_ℝ` equal.

```lean
/-- The penalized energy of a symmetric `H` along the line `x + t d` is an explicit polynomial of
degree at most four in the step `t`. -/
theorem penalized_line {H : V →ₗ[ℝ] V} (hH : H.IsSymmetric) (m : ℝ) (x d : V) (t : ℝ) :
    penalized H m (x + t • d) = ⟪x, H x⟫_ℝ + 2 * t * ⟪d, H x⟫_ℝ + t ^ 2 * ⟪d, H d⟫_ℝ
      + m / 2 * (‖x‖ ^ 2 - 1 + 2 * t * ⟪d, x⟫_ℝ + t ^ 2 * ‖d‖ ^ 2) ^ 2 := by
  have h1 : ⟪x, d⟫_ℝ = ⟪d, x⟫_ℝ := real_inner_comm d x
  have h2 : ⟪x, H d⟫_ℝ = ⟪d, H x⟫_ℝ := (hH x d).symm.trans (real_inner_comm d (H x))
  unfold penalized
  simp only [← real_inner_self_eq_norm_sq, map_add, map_smul, inner_add_left, inner_add_right,
    real_inner_smul_left, real_inner_smul_right, h1, h2]
  ring
```

Stationarity is expressed by directional derivatives: for every `d`, the function of `t` has derivative zero at `t = 0`. The auxiliary `quad` differentiates a quadratic polynomial, and `grad` combines two of these into the overlap of `d` with the residual. For the forward direction, the residual is chosen as `d`, and uniqueness of the derivative makes its squared norm zero.

```lean
/-- For a symmetric `H`, the derivative of the penalized energy at `x` vanishes in every
direction exactly when `H x = m (1 - ‖x‖²) x`. -/
theorem stationary_iff {H : V →ₗ[ℝ] V} (hH : H.IsSymmetric) (m : ℝ) (x : V) :
    (∀ d, HasDerivAt (fun t : ℝ => penalized H m (x + t • d)) 0 0) ↔
      H x = (m * (1 - ‖x‖ ^ 2)) • x := by
  have quad : ∀ a b c : ℝ,
      HasDerivAt (fun t : ℝ => a + 2 * t * b + t ^ 2 * c) (2 * b) 0 := by
    intro a b c
    have h := hasDerivAt_id' (0 : ℝ)
    exact ((((h.const_mul 2).mul_const b).const_add a).fun_add
      ((h.fun_pow 2).mul_const c)).congr_deriv (by simp)
  -- the directional derivative is twice the overlap of `d` with the residual
  have grad : ∀ d, HasDerivAt (fun t : ℝ => penalized H m (x + t • d))
      (2 * ⟪d, H x - (m * (1 - ‖x‖ ^ 2)) • x⟫_ℝ) 0 := by
    intro d
    simp only [penalized_line hH]
    refine ((quad _ _ _).fun_add (((quad _ _ _).fun_pow 2).const_mul (m / 2))).congr_deriv ?_
    rw [inner_sub_right, real_inner_smul_right]
    norm_num
    ring
  constructor
  · intro h
    have h0 := (h (H x - (m * (1 - ‖x‖ ^ 2)) • x)).unique (grad _)
    exact sub_eq_zero.1 (inner_self_eq_zero (𝕜 := ℝ).1 (by linarith))
  · intro h d
    exact (grad d).congr_deriv (by rw [sub_eq_zero.2 h, inner_zero_right, mul_zero])
```

The last theorem gives an explicit range of downhill steps. Its hypotheses are the stationarity equation `hx`, a unit eigenvector `v` with eigenvalue `ν` below $m(1-\|x\|^2)$, and a nonzero step `t` within the bound `hstep`. The proof first obtains the orthogonality `horth`, which removes the terms linear in `t` from `penalized_line`. The positive product `h3` is twice the decrease in $F$, and `nlinarith` finishes the comparison.

```lean
/-- Let `H` be symmetric, `H x = m (1 - ‖x‖²) x`, and `v` a unit eigenvector whose eigenvalue `ν`
lies below `m (1 - ‖x‖²)`. Then every nonzero step `t` along `v` with
`m t² < 2 (m (1 - ‖x‖²) - ν)` lowers the penalized energy. -/
theorem descent_from_excited {H : V →ₗ[ℝ] V} (hH : H.IsSymmetric) {m ν t : ℝ} {x v : V}
    (hx : H x = (m * (1 - ‖x‖ ^ 2)) • x) (hv : H v = ν • v) (hn : ‖v‖ = 1)
    (hν : ν < m * (1 - ‖x‖ ^ 2)) (ht : t ≠ 0)
    (hstep : m * t ^ 2 < 2 * (m * (1 - ‖x‖ ^ 2) - ν)) :
    penalized H m (x + t • v) < penalized H m x := by
  -- eigenvectors of different eigenvalues are orthogonal
  have horth : ⟪v, x⟫_ℝ = 0 := by
    have h := hH v x
    rw [hv, hx, real_inner_smul_left, real_inner_smul_right] at h
    have h' : (m * (1 - ‖x‖ ^ 2) - ν) * ⟪v, x⟫_ℝ = 0 := by linarith
    exact (mul_eq_zero.1 h').resolve_left (sub_pos.2 hν).ne'
  have h1 : ⟪v, H x⟫_ℝ = 0 := by rw [hx, real_inner_smul_right, horth, mul_zero]
  have h2 : ⟪v, H v⟫_ℝ = ν := by
    rw [hv, real_inner_smul_right, real_inner_self_eq_norm_sq, hn]
    ring
  have h3 : 0 < t ^ 2 * (2 * (m * (1 - ‖x‖ ^ 2) - ν) - m * t ^ 2) :=
    mul_pos (by positivity) (sub_pos.2 hstep)
  rw [penalized_line hH, h1, h2, horth, hn]
  unfold penalized
  nlinarith [h3]

end

end PenaltyEigensolver
```

```lean
#print axioms PenaltyEigensolver.minimum_of_strong_penalty
-- 'PenaltyEigensolver.minimum_of_strong_penalty' depends on axioms: [propext, Classical.choice, Quot.sound]
#print axioms PenaltyEigensolver.minimum_of_weak_penalty
-- 'PenaltyEigensolver.minimum_of_weak_penalty' depends on axioms: [propext, Classical.choice, Quot.sound]
#print axioms PenaltyEigensolver.stationary_iff
-- 'PenaltyEigensolver.stationary_iff' depends on axioms: [propext, Classical.choice, Quot.sound]
#print axioms PenaltyEigensolver.descent_from_excited
-- 'PenaltyEigensolver.descent_from_excited' depends on axioms: [propext, Classical.choice, Quot.sound]
```
